# A first-order proton hyperfine spectrum has $\prod_j(n_j+1)$ lines if each coupling exceeds the total width of the groups before it

Take a radical with two equivalent protons of coupling 1 and a third proton of coupling 2, in the same units. The usual count, $(2+1)(1+1)$, predicts six EPR lines, but the first-order spectrum has only five, because two of the six positions coincide. Anyone who infers the proton groups from the number of lines is then misled: four equivalent protons also give five evenly spaced lines. The intensities differ, $1:2:2:2:1$ against $1:4:6:4:1$, but the line count does not. A condition on the couplings that excludes such coincidences tells us when the product can be trusted.

## Protons, groups and line shifts

Let there be $N$ groups of equivalent protons, numbered $j=0,\dots,N-1$. Group $j$ contains $n_j$ protons, each with hyperfine coupling $a_j$. To first order, a proton with spin projection $m=\pm\tfrac12$ shifts the electron resonance by $a_j m$, and the shifts of all protons add.

A nuclear configuration $\sigma$ specifies which protons are up. If $k_j$ protons are up in group $j$, the other $n_j-k_j$ are down, and the group contributes

$$a_j\,\frac{k_j-(n_j-k_j)}{2}=a_j\left(k_j-\frac{n_j}{2}\right).$$

With $P(k)=\sum_j k_ja_j$ for a pattern $k=(k_0,\dots,k_{N-1})$, the total shift is

$$S(\sigma)=P(k)-\tfrac12P(n).$$

The second term is common to all configurations, so two lines coincide exactly when their values of $P$ do.

## The condition and the line count

Let $W_j=\sum_{i<j}n_ia_i$. When the couplings are positive, this is the total width of the groups before $j$. If $W_j<a_j$ for every $j$, the spectrum has exactly $\prod_j(n_j+1)$ distinct lines, and the line with pattern $k$ is shared by $\prod_j\binom{n_j}{k_j}$ configurations. For arbitrary real couplings the product is still an upper bound. If $a_j=W_j$ for some group with $n_j\ge1$, the number of lines is strictly smaller.

In Lean, the couplings are `a : Fin N → ℝ` and the group sizes `n : Fin N → ℕ`. A configuration `σ` assigns to each group the finite set of its spin-up protons, and `shift a σ` adds the individual contributions of $\pm a_j/2$. The spectrum `lines a n` is the finite set of all shifts, so coincident positions count once. The function `position` is $P$, and `Iio j` is the set of groups before `j`. The condition on the couplings reads `∀ j, ∑ i ∈ Iio j, (n i : ℝ) * a i < a j`.

The order of the groups matters to the condition, so one would normally number them by increasing coupling. A negative coupling is to be entered by its magnitude; interchanging up and down within that group shows that the set of shifts stays the same.

The model has only spin-½ nuclei and first-order shifts, and its lines have no width: two positions count as distinct however close they are. Within these limits the theorem tells a simulation of an isotropic radical spectrum how many sticks to expect, and the degeneracies give their relative intensities if all nuclear configurations are equally populated.

## Why the positions are distinct

Every pattern with $0\le k_j\le n_j$ occurs, since one can choose any $k_j$ of the $n_j$ protons to be up. There are $\prod_j(n_j+1)$ patterns, hence at most that many lines.

The condition makes all couplings positive. If $a_i>0$ for all $i<j$, then $W_j\ge0$, and so $a_j>W_j\ge0$. For $j=0$ the sum is empty and the condition itself says $a_0>0$.

Now suppose that two different patterns $k$ and $l$ have $P(k)=P(l)$. Let $j$ be the last group in which they differ. The later groups cancel, which leaves

$$(k_j-l_j)\,a_j=-\sum_{i<j}(k_i-l_i)\,a_i.$$

The left side has magnitude at least $a_j$, because $k_j$ and $l_j$ are different integers. On the right, $|k_i-l_i|\le n_i$, so the magnitude is at most $W_j<a_j$. This is a contradiction. Different patterns therefore give different lines, and the count is exact.

It follows that configurations share a line only if they have the same number of up spins in each group. Choosing the up spins group by group gives $\prod_j\binom{n_j}{k_j}$ configurations.

## Coincidence at equality

Suppose that $a_j=W_j$ and $n_j\ge1$. Compare the pattern with a single up spin, in group $j$, with the pattern in which all protons of the earlier groups are up and all others down. The first has position $a_j$, the second $W_j$, and these are equal. The patterns differ in group $j$, so at least one line is lost.

For $a=(1,2)$ and $n=(2,1)$, the positions are $k_0+2k_1$ with $k_0\in\{0,1,2\}$ and $k_1\in\{0,1\}$. The value 2 arises twice, from $(2,0)$ and $(0,1)$. The shifts are $-2,-1,0,1,2$: five lines. The example shows that $W_j\le a_j$ with all couplings positive is not enough for the full count.

The requirement $n_j\ge1$ also does some work. A single empty group with $a_0=0$ satisfies $a_0=W_0$, yet it has one line, and the product is also 1.

The strict condition is sufficient but not necessary: $a=(2,3)$ with $n=(2,1)$ violates it, since $3<4$, but the positions $0,2,3,4,5,7$ are all distinct.

## The Lean file

```lean
import Mathlib

open Finset

namespace HyperfineLines

noncomputable section

variable {N : ℕ}

/-- First-order hyperfine shift of a nuclear configuration: `σ j` is the set of spin-up protons
in group `j`, and each proton contributes its coupling times `1/2` (up) or `-1/2` (down). -/
def shift (a : Fin N → ℝ) {n : Fin N → ℕ} (σ : ∀ j, Finset (Fin (n j))) : ℝ :=
  ∑ j, a j * ∑ p, (if p ∈ σ j then (1 / 2 : ℝ) else -1 / 2)

/-- The set of distinct line positions, taken over all configurations of the protons. -/
def lines (a : Fin N → ℝ) (n : Fin N → ℕ) : Finset ℝ :=
  univ.image (fun σ : ∀ j, Finset (Fin (n j)) => shift a σ)

/-- The sum `∑ k_j a_j` belonging to a pattern `k` of spin-up counts. -/
def position (a : Fin N → ℝ) (k : Fin N → ℕ) : ℝ := ∑ j, (k j : ℝ) * a j

/-- The shift depends only on the number of spin-up protons in each group, and equals
`∑ k_j a_j - ∑ n_j a_j / 2`, where `k_j` is that number in group `j`. -/
theorem shift_eq (a : Fin N → ℝ) {n : Fin N → ℕ} (σ : ∀ j, Finset (Fin (n j))) :
    shift a σ = position a (fun j => (σ j).card) - position a n / 2 := by
  have h : ∀ j, ∑ p, (if p ∈ σ j then (1 / 2 : ℝ) else -1 / 2)
      = ((σ j).card : ℝ) - (n j : ℝ) / 2 := by
    intro j
    have h1 : ∀ p, (if p ∈ σ j then (1 / 2 : ℝ) else -1 / 2)
        = (if p ∈ σ j then (1 : ℝ) else 0) - 1 / 2 := by
      intro p
      split_ifs <;> norm_num
    have h2 : ∑ p, (if p ∈ σ j then (1 : ℝ) else 0) = ((σ j).card : ℝ) := by simp
    rw [Finset.sum_congr rfl (fun p _ => h1 p), Finset.sum_sub_distrib, h2, sum_const,
      card_univ, Fintype.card_fin, nsmul_eq_mul]
    ring
  simp only [shift, position]
  rw [sum_div, ← Finset.sum_sub_distrib]
  refine sum_congr rfl fun j _ => ?_
  rw [h j]
  ring

/-- If each coupling exceeds the total width `∑ n_i a_i` of the groups before it, then all
couplings are positive. -/
theorem coupling_pos {a : Fin N → ℝ} {n : Fin N → ℕ}
    (h : ∀ j, ∑ i ∈ Iio j, (n i : ℝ) * a i < a j) (j : Fin N) : 0 < a j := by
  have key : ∀ m : ℕ, ∀ i : Fin N, i.val = m → 0 < a i := by
    intro m
    induction m using Nat.strong_induction_on with
    | _ m ih =>
      intro i hi
      refine lt_of_le_of_lt (sum_nonneg fun q hq => ?_) (h i)
      have hq' := Fin.lt_def.mp (mem_Iio.mp hq)
      exact mul_nonneg (Nat.cast_nonneg _) (ih q.val (by omega) q rfl).le
  exact key j.val j rfl

/-- If each coupling exceeds the total width of the groups before it, two patterns of spin-up
counts, with at most `n_j` in group `j`, that have the same position are equal. -/
theorem position_injective {a : Fin N → ℝ} {n : Fin N → ℕ}
    (h : ∀ j, ∑ i ∈ Iio j, (n i : ℝ) * a i < a j) {k l : Fin N → ℕ}
    (hk : ∀ j, k j ≤ n j) (hl : ∀ j, l j ≤ n j)
    (he : position a k = position a l) : k = l := by
  by_contra hne
  have hS : (univ.filter fun j => k j ≠ l j).Nonempty := by
    obtain ⟨j, hj⟩ := Function.ne_iff.mp hne
    exact ⟨j, mem_filter.mpr ⟨mem_univ j, hj⟩⟩
  -- the last group in which the two patterns differ
  obtain ⟨j, hj, hmax⟩ := exists_max_image _ (fun j : Fin N => j) hS
  have hjne : k j ≠ l j := (mem_filter.mp hj).2
  have habove : ∀ i, j < i → k i = l i := by
    intro i hi
    by_contra hc
    exact absurd (hmax i (mem_filter.mpr ⟨mem_univ i, hc⟩)) (not_le_of_gt hi)
  have hsum : ∑ i ∈ insert j (Iio j), ((k i : ℝ) - l i) * a i = 0 := by
    rw [sum_subset (subset_univ _)]
    · simp only [sub_mul, Finset.sum_sub_distrib]
      exact sub_eq_zero.mpr he
    · intro i _ hi
      simp only [mem_insert, mem_Iio, not_or, not_lt] at hi
      rw [habove i (lt_of_le_of_ne hi.2 (Ne.symm hi.1))]
      ring
  rw [sum_insert (by simp)] at hsum
  -- the earlier groups can compensate by at most their total width
  have hb : |∑ i ∈ Iio j, ((k i : ℝ) - l i) * a i| ≤ ∑ i ∈ Iio j, (n i : ℝ) * a i := by
    refine (abs_sum_le_sum_abs _ _).trans (sum_le_sum fun i _ => ?_)
    rw [abs_mul, abs_of_pos (coupling_pos h i)]
    refine mul_le_mul_of_nonneg_right ?_ (coupling_pos h i).le
    have h1 : (k i : ℝ) ≤ n i := by exact_mod_cast hk i
    have h2 : (l i : ℝ) ≤ n i := by exact_mod_cast hl i
    have h3 : (0 : ℝ) ≤ k i := Nat.cast_nonneg _
    have h4 : (0 : ℝ) ≤ l i := Nat.cast_nonneg _
    exact abs_le.mpr ⟨by linarith, by linarith⟩
  have hlt := abs_lt.mp (hb.trans_lt (h j))
  rcases lt_or_gt_of_ne hjne with hc | hc
  · have h1 : (k j : ℝ) + 1 ≤ l j := by exact_mod_cast hc
    nlinarith [mul_nonneg (sub_nonneg.mpr h1) (coupling_pos h j).le, hlt.1, hlt.2]
  · have h1 : (l j : ℝ) + 1 ≤ k j := by exact_mod_cast hc
    nlinarith [mul_nonneg (sub_nonneg.mpr h1) (coupling_pos h j).le, hlt.1, hlt.2]

/-- The lines are exactly the positions `∑ k_j a_j` with `0 ≤ k_j ≤ n_j`, displaced by the
common amount `-∑ n_j a_j / 2`. -/
theorem lines_eq (a : Fin N → ℝ) (n : Fin N → ℕ) :
    lines a n = (Fintype.piFinset fun j => range (n j + 1)).image
      (fun k => position a k - position a n / 2) := by
  ext x
  simp only [lines, mem_image, mem_univ, true_and, Fintype.mem_piFinset, mem_range]
  constructor
  · rintro ⟨σ, rfl⟩
    exact ⟨fun j => (σ j).card,
      fun j => Nat.lt_succ_of_le (by simpa using card_le_univ (σ j)), (shift_eq a σ).symm⟩
  · rintro ⟨k, hk, rfl⟩
    have hex : ∀ j, ∃ t : Finset (Fin (n j)), t.card = k j := by
      intro j
      have hc : k j ≤ (univ : Finset (Fin (n j))).card := by
        rw [card_univ, Fintype.card_fin]
        exact Nat.le_of_lt_succ (hk j)
      obtain ⟨t, _, ht⟩ := exists_subset_card_eq hc
      exact ⟨t, ht⟩
    choose σ hσ using hex
    exact ⟨σ, by rw [shift_eq]; simp only [hσ]⟩

/-- For arbitrary couplings there are at most `∏ (n_j + 1)` lines. -/
theorem card_lines_le (a : Fin N → ℝ) (n : Fin N → ℕ) :
    (lines a n).card ≤ ∏ j, (n j + 1) := by
  rw [lines_eq]
  exact card_image_le.trans (by rw [Fintype.card_piFinset]; simp)

/-- If each coupling exceeds the total width `∑ n_i a_i` of the groups before it, the spectrum
has exactly `∏ (n_j + 1)` distinct lines. -/
theorem card_lines {a : Fin N → ℝ} {n : Fin N → ℕ}
    (h : ∀ j, ∑ i ∈ Iio j, (n i : ℝ) * a i < a j) :
    (lines a n).card = ∏ j, (n j + 1) := by
  rw [lines_eq, card_image_of_injOn, Fintype.card_piFinset]
  · simp
  · intro k hk l hl he
    have hk' := Fintype.mem_piFinset.mp (mem_coe.mp hk)
    have hl' := Fintype.mem_piFinset.mp (mem_coe.mp hl)
    dsimp only at he
    exact position_injective h (fun j => Nat.le_of_lt_succ (mem_range.mp (hk' j)))
      (fun j => Nat.le_of_lt_succ (mem_range.mp (hl' j))) (by linarith)

/-- If each coupling exceeds the total width `∑ n_i a_i` of the groups before it, the number of
configurations that share the line of `τ` is the product of the binomial coefficients `n_j` over
`k_j`, where `k_j` is the number of spin-up protons of `τ` in group `j`. -/
theorem line_degeneracy {a : Fin N → ℝ} {n : Fin N → ℕ}
    (h : ∀ j, ∑ i ∈ Iio j, (n i : ℝ) * a i < a j) (τ : ∀ j, Finset (Fin (n j))) :
    (univ.filter fun σ : ∀ j, Finset (Fin (n j)) => shift a σ = shift a τ).card
      = ∏ j, (n j).choose (τ j).card := by
  have hset : (univ.filter fun σ : ∀ j, Finset (Fin (n j)) => shift a σ = shift a τ)
      = Fintype.piFinset fun j => powersetCard (τ j).card univ := by
    ext σ
    simp only [mem_filter, mem_univ, true_and, Fintype.mem_piFinset, mem_powersetCard,
      subset_univ]
    constructor
    · intro he
      rw [shift_eq, shift_eq] at he
      have hkl := position_injective h (k := fun j => (σ j).card) (l := fun j => (τ j).card)
        (fun j => by simpa using card_le_univ (σ j))
        (fun j => by simpa using card_le_univ (τ j)) (by linarith)
      exact fun j => congrFun hkl j
    · intro he
      rw [shift_eq, shift_eq]
      simp only [he]
  rw [hset, Fintype.card_piFinset]
  simp [card_powersetCard]

/-- With couplings `(1, 2)` and group sizes `(2, 1)`, where the second coupling equals the width
of the first group, there are five lines. -/
theorem five_lines : (lines (N := 2) ![1, 2] ![2, 1]).card = 5 := by
  have hf : (fun k : Fin 2 → ℕ => position (![1, 2] : Fin 2 → ℝ) k
      - position (![1, 2] : Fin 2 → ℝ) ![2, 1] / 2)
      = (fun x : ℕ => (x : ℝ) - 2) ∘ (fun k : Fin 2 → ℕ => k 0 + 2 * k 1) := by
    funext k
    simp only [position, Fin.sum_univ_two, Function.comp_apply, Matrix.cons_val_zero,
      Matrix.cons_val_one]
    push_cast
    ring
  rw [lines_eq, hf, ← image_image, card_image_of_injective]
  · decide +kernel
  · intro x y hxy
    have hxy' : (x : ℝ) = y := by
      dsimp only at hxy
      linarith
    exact_mod_cast hxy'

/-- If the coupling of some non-empty group equals the sum `∑ n_i a_i` over the groups before it,
there are fewer than `∏ (n_j + 1)` lines. -/
theorem card_lines_lt {a : Fin N → ℝ} {n : Fin N → ℕ} (j : Fin N) (hj : 1 ≤ n j)
    (heq : a j = ∑ i ∈ Iio j, (n i : ℝ) * a i) :
    (lines a n).card < ∏ i, (n i + 1) := by
  refine lt_of_le_of_ne (card_lines_le a n) fun hc => ?_
  have hinj : Set.InjOn (fun k => position a k - position a n / 2)
      (Fintype.piFinset fun i => range (n i + 1) : Finset (Fin N → ℕ)) :=
    card_image_iff.mp (by rw [← lines_eq, hc, Fintype.card_piFinset]; simp)
  -- one spin up in group j, against all spins up in the groups before it
  have h1 : position a (fun i => if i = j then 1 else 0) = a j := by
    simp [position]
  have h2 : position a (fun i => if i < j then n i else 0) = a j := by
    have hI : Iio j = univ.filter (fun i => i < j) := by
      ext i
      simp
    rw [heq, hI, sum_filter]
    refine sum_congr rfl fun i _ => ?_
    by_cases hi : i < j <;> simp [hi]
  have b1 : ∀ i : Fin N, (if i = j then (1 : ℕ) else 0) < n i + 1 := by
    intro i
    split_ifs with hi
    · rw [hi]
      omega
    · omega
  have b2 : ∀ i : Fin N, (if i < j then n i else 0) < n i + 1 := by
    intro i
    split_ifs <;> omega
  have hkl : (fun i : Fin N => if i = j then (1 : ℕ) else 0)
      = (fun i : Fin N => if i < j then n i else 0) :=
    hinj (mem_coe.mpr (Fintype.mem_piFinset.mpr fun i => mem_range.mpr (b1 i)))
      (mem_coe.mpr (Fintype.mem_piFinset.mpr fun i => mem_range.mpr (b2 i)))
      (by simp only [h1, h2])
  have hcontra := congrFun hkl j
  simp at hcontra

end

end HyperfineLines
```

```lean
#print axioms HyperfineLines.card_lines
#print axioms HyperfineLines.line_degeneracy
#print axioms HyperfineLines.five_lines
#print axioms HyperfineLines.card_lines_lt
```

```
'HyperfineLines.card_lines' depends on axioms: [propext, Classical.choice, Quot.sound]
'HyperfineLines.line_degeneracy' depends on axioms: [propext, Classical.choice, Quot.sound]
'HyperfineLines.five_lines' depends on axioms: [propext, Classical.choice, Quot.sound]
'HyperfineLines.card_lines_lt' depends on axioms: [propext, Classical.choice, Quot.sound]
```

## From configurations to patterns in Lean

`shift_eq` is the formula for $S(\sigma)$. It writes each spin value as an indicator (1 for up, 0 for down) minus ½, so that the sum over a group becomes the number of up spins minus $n_j/2$.

`lines_eq` then replaces configurations by patterns. In one direction, a configuration supplies its numbers of up spins. In the other, `exists_subset_card_eq` provides a set of exactly $k_j$ protons for each group. The bound `card_lines_le` follows because the image of a finite set has no more elements than the set itself.

## The last differing group in Lean

`coupling_pos` proves positivity by strong induction on the group number, as above. In `position_injective`, `exists_max_image` selects the last group where the patterns differ. The statement `hsum` is the equation left after the later groups cancel, and `hb` bounds the contribution of the earlier groups by $W_j$. The final case split asks which of $k_j$ and $l_j$ is larger. In each case the integers differ by at least one; multiplying that inequality by the positive coupling gives `nlinarith` the contradiction.

`card_lines` combines this injectivity with `lines_eq`: the image now has as many elements as there are patterns. For `line_degeneracy`, the configurations on the line of `τ` are identified with the choices, in each group, of a subset with as many elements as `τ j`. Counting these subsets with `powersetCard` gives the binomial coefficients.

## The coincident lines in Lean

`five_lines` rewrites the shifts as $x-2$ with the natural number $x=k_0+2k_1$. Subtracting 2 merges no values, so it is enough to count the values of $x$, which `decide +kernel` does by evaluation.

`card_lines_lt` argues by contradiction. If the count reached the product, the map from patterns to lines would be injective. The statements `h1` and `h2` show that the two patterns compared above both have position $a_j$, while `b1` and `b2` check that they are allowed. Injectivity would make them equal, but in group `j` one has the entry 1 and the other 0.
